# Schwarz screening for the transverse current form on a finite momentum grid

## One grid point

Take one momentum transfer \(q=(0,0,1)\) with weight one, and two complex three-vectors \(j,k\) with components \(j_a,k_a\), \(a=0,1,2\). The projector onto the plane perpendicular to \(q\) is \(\mathrm{diag}(1,1,0)\). The full pairing \(G\) and the transverse pairing \(B\) are
\[ G(j,k)=\bar j_0k_0+\bar j_1k_1+\bar j_2k_2,\qquad B(j,k)=\bar j_0k_0+\bar j_1k_1 . \]
So \(B(j,j)=|j_0|^2+|j_1|^2\) lies between \(0\) and \(G(j,j)\), the difference being \(|j_2|^2=|q\cdot j|^2\). Since \(B\) is the inner product of the transverse parts, \(|B(j,k)|^2\le B(j,j)B(k,k)\le G(j,j)G(k,k)\).

It is tempting to conclude \(|B(j,k)|\le|G(j,k)|\), which is false: \(j=(1,0,1)\) and \(k=(1,0,-1)\) give \(G(j,k)=0\) and \(B(j,k)=1\). Only the diagonal values of \(G\) enter the bound, which reads \(1\le1\le4\) here.

## The model

In momentum space the Gaunt interaction couples two currents through the kernel \(4\pi/q^2\), and the frequency-independent Breit interaction inserts the transverse projector \(P(q)=1-qq^{T}/q^2\) between them; both operators carry an overall minus sign, which is left out. On a finite grid of points \(i\) with momenta \(q_i\), real weights \(w_i\) and currents \(j_i,k_i\in\mathbb C^3\) with components \(j_{ia},k_{ia}\),
\[ G(j,k)=\sum_i w_i\,\bar j_i\cdot k_i,\qquad B(j,k)=\sum_i w_i\,\bar j_i\cdot P(q_i)k_i , \]
where the dot is the bilinear sum over components. The weight stands for a quadrature weight times the kernel, but it is an arbitrary real number, not tied to \(q_i\). The currents are arbitrary too: no Dirac spinor and no Gaussian function appears.

```lean
import Mathlib

open Matrix ComplexConjugate

namespace BreitScreening

noncomputable section

/-- A momentum transfer: a nonzero real three-vector. -/
abbrev Momentum := {q : Fin 3 → ℝ // q ≠ 0}

/-- The squared length `q²` of a momentum transfer. -/
def qsq (q : Momentum) : ℝ := q.1 ⬝ᵥ q.1

/-- The momentum transfer viewed as a vector with complex components. -/
def cq (q : Momentum) : Fin 3 → ℂ := fun a => (q.1 a : ℂ)

/-- The transverse projector `1 - q qᵀ / q²`. -/
def proj (q : Momentum) : Matrix (Fin 3) (Fin 3) ℂ :=
  1 - (qsq q : ℂ)⁻¹ • vecMulVec (cq q) (cq q)
```

`Momentum` is the type of nonzero real three-vectors, `qsq q` is \(q^2\), `cq q` is \(q\) with its components read as complex numbers, and `vecMulVec (cq q) (cq q)` is the matrix \(qq^T\) with entries \(q_aq_b\).

```lean
variable {ι : Type*} [Fintype ι]

/-- The Gaunt-type current-current form `G(j,k) = ∑ w conj(j)·k` on a finite momentum grid. -/
def gaunt (w : ι → ℝ) (j k : ι → Fin 3 → ℂ) : ℂ :=
  ∑ i, (w i : ℂ) * (star (j i) ⬝ᵥ k i)

/-- The Breit-type form `B(j,k) = ∑ w conj(j)·(1 - q qᵀ/q²) k` on a finite momentum grid. -/
def breit (q : ι → Momentum) (w : ι → ℝ) (j k : ι → Fin 3 → ℂ) : ℂ :=
  ∑ i, (w i : ℂ) * (star (j i) ⬝ᵥ proj (q i) *ᵥ k i)
```

The type `ι` indexes the grid, and `star (j i)` is \(\bar j_i\). Nothing requires the momenta to be distinct, and for an empty grid every quantity is zero.

## The momentum is nonzero and real

Physically \(q\neq0\) means that there is a direction to project out; at \(q=0\) the projector has no direction-independent limit. A real \(q\) is what a Fourier transform supplies. By hand, \(q^2=\sum_a q_a^2\ge0\) because the components are real, and the sum vanishes only for \(q=0\). `qsq_pos` has these two steps as `h0` and `h1`.

```lean
/-- The squared length of a momentum transfer is positive. -/
theorem qsq_pos (q : Momentum) : 0 < qsq q := by
  have h0 : 0 ≤ qsq q := by
    unfold qsq dotProduct
    exact Finset.sum_nonneg fun a _ => mul_self_nonneg (q.1 a)
  have h1 : qsq q ≠ 0 := fun h => q.2 (dotProduct_self_eq_zero.mp h)
  exact lt_of_le_of_ne h0 h1.symm
```

For any \(v\in\mathbb C^3\), \((qq^Tv)_a=q_a\,(q\cdot v)\), so
\[ Pv=v-\frac{q\cdot v}{q^2}\,q . \]
`proj_mulVec` checks this by expanding the three components.

```lean
/-- The projector subtracts from a vector `v` its longitudinal part `(q·v / q²) q`. -/
theorem proj_mulVec (q : Momentum) (v : Fin 3 → ℂ) :
    proj q *ᵥ v = v - ((qsq q : ℂ)⁻¹ * (cq q ⬝ᵥ v)) • cq q := by
  rw [proj, Matrix.sub_mulVec, Matrix.one_mulVec]
  congr 1
  ext a
  simp only [Matrix.mulVec, dotProduct, Matrix.smul_apply, vecMulVec_apply, Pi.smul_apply,
    smul_eq_mul, Fin.sum_univ_three]
  ring
```

Setting \(v=q\) gives \(Pq=q-(q^2/q^2)q=0\), where cancelling \(q^2\) uses \(q\ne0\). Then \(P\,qq^T=(Pq)q^T=0\), and \(P^2=P-P\,qq^T/q^2=P\). The matrix \(qq^T\) is real and symmetric, so \(P^\dagger=P\). Finally \(\operatorname{tr}P=3-q^2/q^2=2\), the number of transverse directions. In `proj_properties`, `hne` is \(q^2\neq0\) and feeds `inv_mul_cancel₀` for `h0` and for the trace, `hV` is \(P\,qq^T=0\), and reality enters when `cq` is unfolded in the Hermiticity step. The trace is not used later.

```lean
/-- The transverse projector is Hermitian and idempotent, annihilates `q`, and has trace two. -/
theorem proj_properties (q : Momentum) :
    (proj q)ᴴ = proj q ∧ proj q * proj q = proj q ∧ proj q *ᵥ cq q = 0 ∧
      (proj q).trace = 2 := by
  have hs : (qsq q : ℂ) = cq q ⬝ᵥ cq q := by simp [qsq, cq, dotProduct]
  have hne : (qsq q : ℂ) ≠ 0 := by exact_mod_cast (qsq_pos q).ne'
  have h0 : proj q *ᵥ cq q = 0 := by
    rw [proj_mulVec, ← hs, inv_mul_cancel₀ hne, one_smul, sub_self]
  refine ⟨?_, ?_, h0, ?_⟩
  · have h : (vecMulVec (cq q) (cq q))ᴴ = vecMulVec (cq q) (cq q) := by
      ext a b
      simp [vecMulVec_apply, cq, mul_comm]
    rw [proj, conjTranspose_sub, conjTranspose_one, conjTranspose_smul, h]
    simp
  · -- P annihilates q, hence also q qᵀ
    have hV : proj q * vecMulVec (cq q) (cq q) = 0 := by
      ext a b
      have h := congrFun h0 a
      simp only [Matrix.mulVec, dotProduct, Fin.sum_univ_three, Pi.zero_apply] at h
      simp only [Matrix.mul_apply, vecMulVec_apply, Fin.sum_univ_three, Matrix.zero_apply]
      linear_combination cq q b * h
    calc proj q * proj q
        = proj q * (1 - (qsq q : ℂ)⁻¹ • vecMulVec (cq q) (cq q)) := rfl
      _ = proj q := by rw [mul_sub, mul_one, Matrix.mul_smul, hV, smul_zero, sub_zero]
  · have ht : (vecMulVec (cq q) (cq q)).trace = cq q ⬝ᵥ cq q := by
      rfl
    rw [proj, trace_sub, trace_smul, trace_one, ht, ← hs, smul_eq_mul, inv_mul_cancel₀ hne]
    norm_num
```

One could model \(q\) as an unrestricted real vector. Lean's \(0^{-1}=0\) would then make \(P(0)=1\): the trace would be three, and the point would contribute its full Gaunt term to \(B\), a value fixed by convention. The subtype leaves the treatment of \(q=0\) to whoever builds the grid.

Without reality the bounds fail. For \(q=(2,\mathrm i,0)\), with \(\mathrm i\) the imaginary unit, one has \(q\cdot q=3\), and the diagonal of \(1-qq^T/3\) is \((-\tfrac13,\tfrac43,1)\). At unit weight \(j=(1,0,0)\) gives \(B(j,j)=-\tfrac13<0\), and \(j=(0,1,0)\) gives \(B(j,j)=\tfrac43>G(j,j)=1\).

## The first current is conjugated

This convention sits in the definitions. It pairs a current with its own complex conjugate on the diagonal, and \(\bar zz=|z|^2\) gives
\[ G(j,j)=\sum_i\sum_a w_i|j_{ia}|^2 , \]
a real number for weights of either sign. In `gaunt_self` the local identity `h` is \(\bar zz=|z|^2\).

```lean
/-- The diagonal Gaunt form is the real number `∑ w |j_a|²`, summed over grid points and
Cartesian components. -/
theorem gaunt_self (w : ι → ℝ) (j : ι → Fin 3 → ℂ) :
    gaunt w j j = ((∑ i, ∑ a, w i * ‖j i a‖ ^ 2 : ℝ) : ℂ) := by
  have h : ∀ z : ℂ, conj z * z = ((‖z‖ ^ 2 : ℝ) : ℂ) := fun z => by
    rw [mul_comm, Complex.mul_conj, Complex.normSq_eq_norm_sq]
  simp only [gaunt, dotProduct, Finset.mul_sum, Pi.star_apply, Complex.star_def, h,
    Complex.ofReal_sum, Complex.ofReal_mul]
```

Mathlib's `⬝ᵥ` is bilinear, so omitting `star` is an easy slip in the formal statement. It would break the inequality: \(j=(1,\mathrm i,0)\) and \(k=(1,-\mathrm i,0)\) have \(j\cdot j=0\) and \(j\cdot k=2\).

## The weights are nonnegative

The hypothesis `hw` holds when the quadrature weights are nonnegative, since \(4\pi/q^2>0\); it is assumed, not derived. By hand it allows \(|w_i|=w_i=\sqrt{w_i}\sqrt{w_i}\) in the triangle inequality,
\[ |G(j,k)|\le\sum_{i,a}\bigl(\sqrt{w_i}\,|j_{ia}|\bigr)\bigl(\sqrt{w_i}\,|k_{ia}|\bigr), \]
and the real Cauchy–Schwarz inequality over the pairs \((i,a)\) bounds the square of the right side by
\[ \sum_{i,a}w_i|j_{ia}|^2\;\sum_{i,a}w_i|k_{ia}|^2=G(j,j)\,G(k,k). \]
In `gaunt_schwarz`, `hG` rewrites \(G\) as one sum over `ι × Fin 3`, `h1` is the triangle step and uses `hw` in `Real.norm_of_nonneg` and `Real.mul_self_sqrt`, `hsq` identifies the sums of squares with the diagonal values, and `Finset.sum_mul_sq_le_sq_mul_sq` is the real inequality. Zero weights are allowed, so \(G\) may be only semidefinite; the argument never divides by \(G(j,j)\).

```lean
/-- Cauchy-Schwarz inequality for the Gaunt form with nonnegative weights:
`|G(j,k)|² ≤ G(j,j) G(k,k)`. -/
theorem gaunt_schwarz (w : ι → ℝ) (hw : ∀ i, 0 ≤ w i) (j k : ι → Fin 3 → ℂ) :
    ‖gaunt w j k‖ ^ 2 ≤ (gaunt w j j).re * (gaunt w k k).re := by
  have hG : gaunt w j k
      = ∑ p : ι × Fin 3, (w p.1 : ℂ) * (star (j p.1 p.2) * k p.1 p.2) := by
    simp only [gaunt, dotProduct, Finset.mul_sum, Pi.star_apply, Fintype.sum_prod_type]
  -- triangle inequality, with the weight split as √w · √w
  have h1 : ‖gaunt w j k‖ ≤ ∑ p : ι × Fin 3,
      (√(w p.1) * ‖j p.1 p.2‖) * (√(w p.1) * ‖k p.1 p.2‖) := by
    rw [hG]
    refine (norm_sum_le _ _).trans (le_of_eq (Finset.sum_congr rfl fun p _ => ?_))
    rw [norm_mul, norm_mul, norm_star, Complex.norm_real, Real.norm_of_nonneg (hw _)]
    linear_combination (-(‖j p.1 p.2‖ * ‖k p.1 p.2‖)) * Real.mul_self_sqrt (hw p.1)
  have hs : ∀ i, √(w i) ^ 2 = w i := fun i => Real.sq_sqrt (hw i)
  have hsq : ∀ u : ι → Fin 3 → ℂ,
      ∑ p : ι × Fin 3, (√(w p.1) * ‖u p.1 p.2‖) ^ 2 = (gaunt w u u).re := by
    intro u
    rw [gaunt_self, Complex.ofReal_re, Fintype.sum_prod_type]
    simp only [mul_pow, hs]
  rw [← hsq j, ← hsq k]
  exact (pow_le_pow_left₀ (norm_nonneg _) h1 2).trans
    (Finset.sum_mul_sq_le_sq_mul_sq Finset.univ
      (fun p : ι × Fin 3 => √(w p.1) * ‖j p.1 p.2‖)
      (fun p : ι × Fin 3 => √(w p.1) * ‖k p.1 p.2‖))
```

Two identities hold for weights of any sign. Write \(Pj\) for the current with values \(P(q_i)j_i\). At each point \(\overline{Pj}\cdot Pk=j^\dagger P^\dagger Pk=j^\dagger P^2k=j^\dagger Pk\), hence \(B(j,k)=G(Pj,Pk)\). The rewrites with `h1` and `h2` below are \(P^\dagger=P\) and \(P^2=P\), so both conditions on \(q\) are at work.

```lean
/-- The Breit form of two currents is the Gaunt form of their transverse parts. -/
theorem breit_eq_gaunt_transverse (q : ι → Momentum) (w : ι → ℝ) (j k : ι → Fin 3 → ℂ) :
    breit q w j k = gaunt w (fun i => proj (q i) *ᵥ j i) (fun i => proj (q i) *ᵥ k i) := by
  unfold breit gaunt
  refine Finset.sum_congr rfl fun i _ => ?_
  obtain ⟨h1, h2, -, -⟩ := proj_properties (q i)
  rw [Matrix.star_mulVec, h1, ← Matrix.dotProduct_mulVec, Matrix.mulVec_mulVec, h2]
```

Inserting \(Pk=k-(q\cdot k/q^2)q\) and using \(\bar j\cdot q=\overline{q\cdot j}\), valid for real \(q\) (`Complex.conj_ofReal`), gives the longitudinal term:
\[ G(j,k)=B(j,k)+\sum_i w_i\,\frac{\overline{q_i\cdot j_i}\;(q_i\cdot k_i)}{q_i^2}. \]

```lean
/-- The Gaunt form is the Breit form plus the longitudinal term
`∑ w conj(q·j) (q·k) / q²`. -/
theorem gaunt_eq_breit_add (q : ι → Momentum) (w : ι → ℝ) (j k : ι → Fin 3 → ℂ) :
    gaunt w j k = breit q w j k
      + ∑ i, (w i : ℂ) * (conj (cq (q i) ⬝ᵥ j i) * (cq (q i) ⬝ᵥ k i) / (qsq (q i) : ℂ)) := by
  unfold breit gaunt
  rw [← Finset.sum_add_distrib]
  refine Finset.sum_congr rfl fun i _ => ?_
  rw [proj_mulVec]
  simp only [dotProduct, Fin.sum_univ_three, Pi.sub_apply, Pi.smul_apply, Pi.star_apply,
    smul_eq_mul, cq, map_add, map_mul, Complex.conj_ofReal, Complex.star_def]
  ring
```

For \(k=j\) the numerator is \(|q_i\cdot j_i|^2\), and `gaunt_self_eq_breit_add` states the identity for real parts:
\[ G(j,j)=B(j,j)+\sum_i w_i\,\frac{|q_i\cdot j_i|^2}{q_i^2}. \]

```lean
/-- On the diagonal, `G(j,j) = B(j,j) + ∑ w |q·j|² / q²` for the real parts. -/
theorem gaunt_self_eq_breit_add (q : ι → Momentum) (w : ι → ℝ) (j : ι → Fin 3 → ℂ) :
    (gaunt w j j).re = (breit q w j j).re
      + ∑ i, w i * (‖cq (q i) ⬝ᵥ j i‖ ^ 2 / qsq (q i)) := by
  have h : ∀ z : ℂ, conj z * z = ((‖z‖ ^ 2 : ℝ) : ℂ) := fun z => by
    rw [mul_comm, Complex.mul_conj, Complex.normSq_eq_norm_sq]
  have hL : ∑ i, (w i : ℂ) * (conj (cq (q i) ⬝ᵥ j i) * (cq (q i) ⬝ᵥ j i) / (qsq (q i) : ℂ))
      = ((∑ i, w i * (‖cq (q i) ⬝ᵥ j i‖ ^ 2 / qsq (q i)) : ℝ) : ℂ) := by
    simp only [h, Complex.ofReal_sum, Complex.ofReal_mul, Complex.ofReal_div]
  rw [gaunt_eq_breit_add q w j j, Complex.add_re, hL, Complex.ofReal_re]
```

Now the sign of the weights enters again. First, \(B(j,j)=G(Pj,Pj)=\sum_{i,a}w_i|(Pj)_{ia}|^2\ge0\). Second, the longitudinal sum is nonnegative, so \(B(j,j)\le G(j,j)\). The Schwarz inequality for \(G\) applied to \(Pj\) and \(Pk\) gives \(|B(j,k)|^2\le B(j,j)B(k,k)\), and multiplying \(0\le B(j,j)\le G(j,j)\) by the same chain for \(k\) gives \(B(j,j)B(k,k)\le G(j,j)G(k,k)\).

`schwarz_screening` reads: for any finite grid of nonzero real momenta, nonnegative weights and currents \(j,k\), the imaginary parts of \(B(j,j)\) and \(G(j,j)\) vanish, \(0\le B(j,j)\le G(j,j)\), and \(|B(j,k)|^2\le B(j,j)B(k,k)\le G(j,j)G(k,k)\). The forms are complex-valued, so the inequalities are written for `.re`; since \(j\) is arbitrary, the diagonal values for \(k\) are real as well. `hpos` and `hle` are the two diagonal bounds for an arbitrary current `u`, both using `hw`, and `mul_le_mul` is the final multiplication.

```lean
/-- Schwarz screening: for nonnegative weights `B(j,j)` and `G(j,j)` are real,
`0 ≤ B(j,j) ≤ G(j,j)`, and `|B(j,k)|² ≤ B(j,j) B(k,k) ≤ G(j,j) G(k,k)`. -/
theorem schwarz_screening (q : ι → Momentum) (w : ι → ℝ) (hw : ∀ i, 0 ≤ w i)
    (j k : ι → Fin 3 → ℂ) :
    (breit q w j j).im = 0 ∧ (gaunt w j j).im = 0 ∧
      0 ≤ (breit q w j j).re ∧ (breit q w j j).re ≤ (gaunt w j j).re ∧
      ‖breit q w j k‖ ^ 2 ≤ (breit q w j j).re * (breit q w k k).re ∧
      (breit q w j j).re * (breit q w k k).re ≤ (gaunt w j j).re * (gaunt w k k).re := by
  -- positivity is inherited from the Gaunt form of the transverse current
  have hpos : ∀ u, 0 ≤ (breit q w u u).re := fun u => by
    rw [breit_eq_gaunt_transverse, gaunt_self, Complex.ofReal_re]
    exact Finset.sum_nonneg fun i _ => Finset.sum_nonneg fun a _ =>
      mul_nonneg (hw i) (sq_nonneg _)
  -- the longitudinal term is nonnegative
  have hle : ∀ u, (breit q w u u).re ≤ (gaunt w u u).re := fun u => by
    rw [gaunt_self_eq_breit_add q w u]
    exact le_add_of_nonneg_right (Finset.sum_nonneg fun i _ =>
      mul_nonneg (hw i) (div_nonneg (sq_nonneg _) (qsq_pos _).le))
  refine ⟨?_, ?_, hpos j, hle j, ?_, ?_⟩
  · rw [breit_eq_gaunt_transverse, gaunt_self, Complex.ofReal_im]
  · rw [gaunt_self, Complex.ofReal_im]
  · simp only [breit_eq_gaunt_transverse]
    exact gaunt_schwarz w hw _ _
  · exact mul_le_mul (hle j) (hle k) (hpos k) ((hpos j).trans (hle j))
```

With negative weights each inequality can fail; take \(q=(0,0,1)\) at every point. For one point with \(w=-1\), the current \(j=(1,0,0)\) has \(B(j,j)=-1\), and \(j=(0,0,1)\) has \(B(j,j)=0>G(j,j)=-1\). For two points with weights \(+1\) and \(-1\), let \(j=(1,0,0)\) at both and let \(k\) equal \((1,0,0)\) at the first and zero at the second. Then \(B(j,j)=0\) while \(B(j,k)=1\). With the same two weights, take instead \(j=k\) equal to \((1,0,0)\) at the first point and \((0,0,1)\) at the second; then \(B(j,j)=1\) and \(G(j,j)=0\), so \(B(j,j)B(k,k)=1>0=G(j,j)G(k,k)\). A frequency-dependent kernel proportional to \(1/(q^2-\omega^2/c^2)\), with photon frequency \(\omega\) and speed of light \(c\), is negative at small \(q\) and is not covered.

## The grid is finite

Finiteness replaces the momentum integral by a quadrature sum. It is used wherever sums were regrouped or bounded termwise, and it fixes the form of the equality case. By the diagonal identity, \(B(j,j)=G(j,j)\) exactly when \(\sum_i w_i|q_i\cdot j_i|^2/q_i^2=0\). A finite sum of nonnegative terms vanishes only if every term does, and since \(q_i^2\neq0\) a term vanishes exactly when \(w_i=0\) or \(q_i\cdot j_i=0\). In `breit_self_eq_gaunt_iff` these three steps are `h`, `Finset.sum_eq_zero_iff_of_nonneg` and the closing `simp`. So Breit and Gaunt diagonal values agree precisely when the current is transverse at every point that carries weight.

```lean
/-- Equality case: for nonnegative weights `B(j,j) = G(j,j)` holds exactly when at every grid
point the weight vanishes or the current is transverse, `q·j = 0`. -/
theorem breit_self_eq_gaunt_iff (q : ι → Momentum) (w : ι → ℝ) (hw : ∀ i, 0 ≤ w i)
    (j : ι → Fin 3 → ℂ) :
    (breit q w j j).re = (gaunt w j j).re ↔ ∀ i, w i = 0 ∨ cq (q i) ⬝ᵥ j i = 0 := by
  have h : (breit q w j j).re = (gaunt w j j).re
      ↔ ∑ i, w i * (‖cq (q i) ⬝ᵥ j i‖ ^ 2 / qsq (q i)) = 0 := by
    rw [gaunt_self_eq_breit_add q w j]
    constructor <;> intro h <;> linarith
  -- a sum of nonnegative terms vanishes only termwise
  rw [h, Finset.sum_eq_zero_iff_of_nonneg fun i _ =>
    mul_nonneg (hw i) (div_nonneg (sq_nonneg _) (qsq_pos (q i)).le)]
  exact forall_congr' fun i => by simp [(qsq_pos (q i)).ne']

end

end BreitScreening
```

```lean
#print axioms BreitScreening.schwarz_screening
#print axioms BreitScreening.breit_self_eq_gaunt_iff
```

```
'BreitScreening.schwarz_screening' depends on axioms: [propext, Classical.choice, Quot.sound]
'BreitScreening.breit_self_eq_gaunt_iff' depends on axioms: [propext, Classical.choice, Quot.sound]
```

The equality case needs `hw` as well: with weights \(+1,-1\) and \(j=q=(0,0,1)\) at both points, \(B(j,j)=G(j,j)=0\) although the current is longitudinal. An integral over \(\mathbb R^3\) in place of the sum would call for integrability assumptions, and "at every point" would become "almost everywhere". The counter-examples and these alternative models are worked on paper and were not put through Lean.

## Use in a screening loop

In a four-component electronic-structure code \(j\) and \(k\) would be Fourier transforms of transition currents \(\psi_a^\dagger\boldsymbol\alpha\psi_b\) of pairs of basis spinors, with \(\boldsymbol\alpha\) the three Dirac matrices. Because the first current is conjugated, the integral over the currents of the pairs \(ab\) and \(cd\) is, up to the overall sign, \(B(j,k)\) with \(j\) from the reversed pair \(ba\) and \(k\) from \(cd\). The theorem applies when the two-electron integrals are finite momentum sums with nonnegative weights; analytic Gaussian integrals over the continuum, and any quadrature error relative to them, are not treated. One computes \(Q_j=\sqrt{G(j,j)}\) once per pair and skips \(B(j,k)\) whenever \(Q_jQ_k\) is below a threshold \(\tau\), because then \(|B(j,k)|\le Q_jQ_k<\tau\). A table of \(\sqrt{B(j,j)}\) gives an estimate that is at least as tight, while the Gaunt table lets one set of numbers screen both forms. The bound applies to each skipped term separately, and it does not depend on the overall sign of the operators.
